# Ground states of bond dimension one break spin-flip symmetry in the zero-field ferromagnetic Ising chain of two or more qubits

## A magnetised state from a small bond dimension

When a DMRG calculation returns a state that lacks a symmetry of the Hamiltonian, a useful step is to check whether the bond dimension left room for a symmetric state of the same energy. For the finite open ferromagnetic Ising chain of two or more qubits in zero field, bond dimension one leaves no such room: every ground state of that form breaks the spin-flip symmetry, although a symmetric ground state exists. A magnetisation found there is therefore no evidence that all ground states are magnetised.

## The chain and its product ground states

Take \(N\) bonds and \(N+1\) qubits, numbered \(0,\dots,N\), with

\[
H=-\sum_{i=0}^{N-1} Z_i Z_{i+1}.
\]

The energy unit is the ferromagnetic coupling. Write \(|{\uparrow\cdots\uparrow}\rangle\) and \(|{\downarrow\cdots\downarrow}\rangle\) for the two aligned states, and \(F\) for the global flip, which exchanges up and down on every site and commutes with \(H\). For \(N\ge 1\):

- A normalised product state is a ground state if and only if it is one of the two aligned states times a phase.
- The superposition \((|{\uparrow\cdots\uparrow}\rangle+|{\downarrow\cdots\downarrow}\rangle)/\sqrt2\) is a ground state, is invariant under \(F\), and is not a product.
- A ground state that is a matrix product state of bond dimension one is not an eigenvector of \(F\).

All three need \(N\ge1\). For \(N=0\) we have \(H=0\), and the superposition is a one-qubit state, hence a product and a flip-invariant ground state.

## How the Lean definitions express the physics

A `State N` assigns a complex amplitude to each spin configuration, with `true` for up and `false` for down. `ising N` is built from the operators `pauliZ`, and `energy` is the real part of \(\langle\psi|H|\psi\rangle\). `IsGround` says that a vector is normalised and that no normalised vector of the whole space has lower energy. The competition is thus not restricted to product states; since the aligned states are themselves products, the lowest energy among products is the same here.

`product v` has the one-qubit vector `v i` on site `i`. Only the full product is assumed normalised, not each factor. `ferro b` is an aligned state, `cat N` the equal superposition, and `spinFlip` is \(F\). `mps A` is the trace of a product of site matrices, all of size \(D\times D\); the theorems about it concern \(D=1\).

Broken symmetry means here that `spinFlip (mps A) ≠ c • mps A` for every complex `c`. This is a property of one state of a finite chain, not a statement about the thermodynamic limit. The theorems do not treat a transverse field or the convergence of a DMRG sweep.

## From bond energies to broken symmetry

**Energy.** Let \(\sigma(s_i)=\pm1\) be the value of \(Z_i\) in the configuration \(s\). Then \(H\) multiplies the amplitude \(\psi(s)\) by

\[
E(s)=-\sum_{i=0}^{N-1}\sigma(s_i)\sigma(s_{i+1}),
\qquad
E(s)+N=\sum_{i=0}^{N-1}\bigl(1-\sigma(s_i)\sigma(s_{i+1})\bigr).
\]

Each term on the right is 0 for equal neighbours and 2 for opposite ones. Hence \(E(s)\ge -N\), with equality exactly when all spins are aligned. Flipping every spin changes no product \(\sigma(s_i)\sigma(s_{i+1})\), so \(F\) commutes with \(H\).

**Ground states.** For a normalised \(\psi\),

\[
\langle\psi|H|\psi\rangle+N=\sum_s \bigl(E(s)+N\bigr)|\psi(s)|^2\ \ge 0 .
\]

The all-up state gives zero, so the lowest energy is \(-N\). The sum vanishes exactly when \(\psi(s)=0\) for every configuration that is not aligned.

**Products.** Let \(\psi(s)=\prod_i v_i(s_i)\) be a ground state, and suppose that both aligned amplitudes are nonzero. Then every \(v_i(\uparrow)\) and every \(v_i(\downarrow)\) is nonzero. The configuration with site 0 up and all other sites down then has nonzero amplitude too. For \(N\ge1\) it is not aligned, which is a contradiction. So only one aligned configuration survives, with a coefficient \(c\), and normalisation gives \(|c|=1\). Conversely, a phase times an aligned state vanishes on all non-aligned configurations and is a ground state.

**Superposition.** Its two nonzero amplitudes are \(1/\sqrt2\), so its norm is one. Both sit on aligned configurations, so it is a ground state, and \(F\) merely exchanges them. For \(N\ge1\), the previous step shows that a product ground state cannot have both aligned amplitudes nonzero, so the superposition is not a product.

**Bond dimension one.** One-by-one matrices multiply as numbers, so the matrix product state is a product state. If it is a ground state, it is \(c\) times one aligned state, and \(F\) moves it to the opposite one. If the result were a multiple of the original, its amplitude \(c\) on the opposite configuration would have to be zero, contrary to \(|c|=1\).

## The Lean file

```lean
import Mathlib

open Matrix

namespace IsingSymmetryBreaking

noncomputable section

/-- Amplitudes of a state of `N + 1` qubits in the basis of spin configurations
(`true` is up, `false` is down). -/
abbrev State (N : ℕ) := (Fin (N + 1) → Bool) → ℂ

/-- The eigenvalue of Pauli `Z`: `1` for up and `-1` for down. -/
def sgn (b : Bool) : ℝ := if b then 1 else -1

variable {N : ℕ}

/-- The Pauli operator `Z` on site `i`. -/
def pauliZ (i : Fin (N + 1)) : State N →ₗ[ℂ] State N where
  toFun ψ s := (sgn (s i) : ℂ) * ψ s
  map_add' ψ φ := by
    funext s
    simp only [Pi.add_apply]
    ring
  map_smul' c ψ := by
    funext s
    simp only [Pi.smul_apply, smul_eq_mul, RingHom.id_apply]
    ring

/-- The Ising Hamiltonian `H = -∑ Z_i Z_(i+1)` of the open chain with `N` bonds. -/
def ising (N : ℕ) : State N →ₗ[ℂ] State N :=
  -∑ i : Fin N, pauliZ i.castSucc ∘ₗ pauliZ i.succ

/-- The energy expectation value `⟨ψ|H|ψ⟩`. -/
def energy (ψ : State N) : ℝ := (star ψ ⬝ᵥ ising N ψ).re

/-- The state has norm one. -/
def Normalized (ψ : State N) : Prop := ∑ s, ‖ψ s‖ ^ 2 = 1

/-- A ground state: a unit vector whose energy is lowest among all unit vectors. -/
def IsGround (ψ : State N) : Prop :=
  Normalized ψ ∧ ∀ φ : State N, Normalized φ → energy ψ ≤ energy φ

/-- The product state with the one-qubit vector `v i` on site `i`. -/
def product (v : Fin (N + 1) → Bool → ℂ) : State N := fun s => ∏ i, v i (s i)

/-- The state with all spins up (`b = true`) or all spins down (`b = false`). -/
def ferro (b : Bool) : State N := fun s => if s = (fun _ => b) then 1 else 0

/-- The equal superposition of all-up and all-down. -/
def cat (N : ℕ) : State N := ((√2 : ℝ) : ℂ)⁻¹ • (ferro true + ferro false)

/-- The global spin flip, which exchanges up and down on every site. -/
def spinFlip (ψ : State N) : State N := fun s => ψ (fun i => !s i)

/-- The matrix product state of bond dimension `D` with site matrices `A i b`. -/
def mps {D : ℕ} (A : Fin (N + 1) → Bool → Matrix (Fin D) (Fin D) ℂ) : State N :=
  fun s => (List.ofFn fun i => A i (s i)).prod.trace

/-- The classical Ising energy of a spin configuration. -/
def chainEnergy (s : Fin (N + 1) → Bool) : ℝ :=
  -∑ i : Fin N, sgn (s i.castSucc) * sgn (s i.succ)

/-- The Hamiltonian multiplies each amplitude by the classical energy of its configuration. -/
theorem ising_apply (ψ : State N) (s : Fin (N + 1) → Bool) :
    ising N ψ s = (chainEnergy s : ℂ) * ψ s := by
  have hZ : ∀ (i : Fin (N + 1)) (φ : State N), pauliZ i φ s = (sgn (s i) : ℂ) * φ s :=
    fun _ _ => rfl
  simp only [ising, chainEnergy, LinearMap.neg_apply, LinearMap.sum_apply, Pi.neg_apply,
    Finset.sum_apply, LinearMap.comp_apply, hZ]
  push_cast
  rw [neg_mul, Finset.sum_mul]
  exact neg_inj.mpr (Finset.sum_congr rfl fun i _ => by ring)

/-- The global spin flip commutes with the Hamiltonian. -/
theorem ising_spinFlip (ψ : State N) : ising N (spinFlip ψ) = spinFlip (ising N ψ) := by
  funext s
  have h : chainEnergy (fun i => !s i) = chainEnergy s := by
    unfold chainEnergy
    have hb : ∀ a b : Bool, sgn (!a) * sgn (!b) = sgn a * sgn b := by
      intro a b
      cases a <;> cases b <;> simp [sgn]
    exact neg_inj.mpr (Finset.sum_congr rfl fun i _ => hb _ _)
  change ising N (spinFlip ψ) s = ising N ψ (fun i => !s i)
  rw [ising_apply, ising_apply]
  simp only [h, spinFlip]

/-- The classical energy of a chain with `N` bonds is at least `-N`, with equality exactly when
all spins are aligned. -/
theorem chainEnergy_min (s : Fin (N + 1) → Bool) :
    -(N : ℝ) ≤ chainEnergy s ∧ (chainEnergy s = -(N : ℝ) ↔ ∃ b, s = fun _ => b) := by
  have hgap : chainEnergy s + N = ∑ i : Fin N, (1 - sgn (s i.castSucc) * sgn (s i.succ)) := by
    rw [chainEnergy, Finset.sum_sub_distrib]
    simp only [Finset.sum_const, Finset.card_univ, Fintype.card_fin, nsmul_eq_mul, mul_one]
    ring
  have hbond : ∀ a b : Bool, 0 ≤ 1 - sgn a * sgn b := by
    intro a b
    cases a <;> cases b <;> norm_num [sgn]
  have hstep : ∀ a b : Bool, 1 - sgn a * sgn b = 0 → b = a := by
    intro a b
    cases a <;> cases b <;> norm_num [sgn]
  have hpos : ∀ i ∈ (Finset.univ : Finset (Fin N)),
      0 ≤ 1 - sgn (s i.castSucc) * sgn (s i.succ) := fun i _ => hbond _ _
  refine ⟨by linarith [Finset.sum_nonneg hpos], fun h => ?_, ?_⟩
  · -- every bond is satisfied, so the first spin fixes all others
    have h0 := (Finset.sum_eq_zero_iff_of_nonneg hpos).1 (by linarith)
    have hc : ∀ i, s i = s 0 := by
      intro i
      induction i using Fin.induction with
      | zero => rfl
      | succ i ih => exact (hstep _ _ (h0 i (Finset.mem_univ i))).trans ih
    exact ⟨s 0, funext hc⟩
  · rintro ⟨b, rfl⟩
    cases b <;> simp [chainEnergy, sgn]

/-- The squared norm of a multiple `c` of an aligned state is `|c|²`. -/
theorem normSq_smul_ferro (c : ℂ) (b : Bool) :
    ∑ s, ‖(c • (ferro b : State N)) s‖ ^ 2 = ‖c‖ ^ 2 := by
  rw [Finset.sum_eq_single (fun _ => b)]
  · simp [ferro]
  · intro s _ hs
    simp [ferro, hs]
  · intro h
    exact absurd (Finset.mem_univ _) h

/-- A unit vector is a ground state exactly when its amplitudes vanish on all configurations
that are not aligned. -/
theorem isGround_iff {ψ : State N} (hψ : Normalized ψ) :
    IsGround ψ ↔ ∀ s, (¬∃ b, s = fun _ => b) → ψ s = 0 := by
  -- the energy above `-N` is a sum of non-negative terms
  have excess : ∀ φ : State N, Normalized φ →
      energy φ + N = ∑ s, (chainEnergy s + N) * ‖φ s‖ ^ 2 := by
    intro φ hφ
    have h1 : ∑ s, ‖φ s‖ ^ 2 = 1 := hφ
    have h2 : energy φ = ∑ s, chainEnergy s * ‖φ s‖ ^ 2 := by
      unfold energy dotProduct
      rw [Complex.re_sum]
      refine Finset.sum_congr rfl fun s _ => ?_
      rw [Pi.star_apply, ising_apply, Complex.sq_norm, Complex.normSq_apply]
      simp [Complex.mul_re, Complex.mul_im]
      ring
    simp only [add_mul, Finset.sum_add_distrib]
    rw [← Finset.mul_sum, h1, h2, mul_one]
  have pos : ∀ (φ : State N) s, 0 ≤ (chainEnergy s + N) * ‖φ s‖ ^ 2 := fun φ s =>
    mul_nonneg (by linarith [(chainEnergy_min s).1]) (sq_nonneg _)
  have low : ∀ φ : State N, Normalized φ → (∀ s, (¬∃ b, s = fun _ => b) → φ s = 0) →
      energy φ = -(N : ℝ) := by
    intro φ hφ h
    have hs : ∑ s, (chainEnergy s + N) * ‖φ s‖ ^ 2 = 0 := by
      refine Finset.sum_eq_zero fun s _ => ?_
      by_cases hb : ∃ b, s = fun _ => b
      · rw [(chainEnergy_min s).2.2 hb]
        ring
      · rw [h s hb]
        simp
    linarith [excess φ hφ]
  constructor
  · intro hg s hs
    have hup : Normalized (ferro true : State N) := by
      simpa [Normalized] using normSq_smul_ferro (N := N) 1 true
    have h1 := hg.2 _ hup
    rw [low _ hup (fun t ht => if_neg (fun h => ht ⟨true, h⟩))] at h1
    have h3 : ∑ s, (chainEnergy s + N) * ‖ψ s‖ ^ 2 = 0 :=
      le_antisymm (by linarith [excess ψ hψ]) (Finset.sum_nonneg fun s _ => pos ψ s)
    have h4 := (Finset.sum_eq_zero_iff_of_nonneg (fun s _ => pos ψ s)).1 h3 s (Finset.mem_univ s)
    rcases mul_eq_zero.1 h4 with h5 | h5
    · exact absurd ((chainEnergy_min s).2.1 (by linarith)) hs
    · simpa using h5
  · intro h
    refine ⟨hψ, fun φ hφ => ?_⟩
    rw [low ψ hψ h]
    linarith [excess φ hφ, Finset.sum_nonneg (fun s (_ : s ∈ Finset.univ) => pos φ s)]

/-- On two or more qubits, a product state that vanishes on all non-aligned configurations also
vanishes on one of the two aligned ones. -/
theorem product_vanishes (hN : 1 ≤ N) (v : Fin (N + 1) → Bool → ℂ)
    (h : ∀ s, (¬∃ b, s = fun _ => b) → product v s = 0) :
    ∃ b, product v (fun _ => !b) = 0 := by
  by_contra hc
  have hv : ∀ i b, v i b ≠ 0 := fun i b hb =>
    hc ⟨!b, Finset.prod_eq_zero (Finset.mem_univ i) (by simpa using hb)⟩
  -- the configuration with only the first spin up has a domain wall
  have hm := h (fun i => decide (i = 0)) (by
    rintro ⟨b, hb⟩
    have hl : Fin.last N ≠ 0 := by
      intro h
      have h' := congrArg Fin.val h
      simp at h'
      omega
    have h2 := (congrFun hb 0).trans (congrFun hb (Fin.last N)).symm
    simp [hl] at h2)
  exact Finset.prod_ne_zero_iff.2 (fun i _ => hv i _) hm

/-- On two or more qubits, a normalised product state is a ground state of the Ising chain if and
only if it is all-up or all-down up to a phase. -/
theorem product_isGround_iff (hN : 1 ≤ N) (v : Fin (N + 1) → Bool → ℂ)
    (hψ : Normalized (product v)) :
    IsGround (product v) ↔ ∃ (b : Bool) (c : ℂ), ‖c‖ = 1 ∧ product v = c • ferro b := by
  constructor
  · intro hg
    have hs := (isGround_iff hψ).1 hg
    obtain ⟨b, hb⟩ := product_vanishes hN v hs
    have he : product v = product v (fun _ => b) • ferro b := by
      funext s
      by_cases h1 : s = fun _ => b
      · subst h1
        simp [ferro]
      · have h0 : product v s = 0 := by
          by_cases h2 : s = fun _ => !b
          · rw [h2]
            exact hb
          · apply hs
            rintro ⟨a, ha⟩
            have hab : a = b ∨ a = !b := by cases a <;> cases b <;> simp
            rcases hab with hab | hab
            · exact h1 (by rw [ha, hab])
            · exact h2 (by rw [ha, hab])
        simp [ferro, h1, h0]
    refine ⟨b, _, ?_, he⟩
    -- normalisation turns the remaining amplitude into a phase
    have h := hψ
    rw [he] at h
    exact (pow_eq_one_iff_of_nonneg (norm_nonneg _) two_ne_zero).1
      ((normSq_smul_ferro _ b).symm.trans h)
  · rintro ⟨b, c, _, he⟩
    rw [isGround_iff hψ]
    intro s hs
    have h1 : s ≠ fun _ => b := fun h => hs ⟨b, h⟩
    rw [he]
    simp [ferro, h1]

/-- The equal superposition of all-up and all-down is a ground state and is invariant under the
spin flip; on two or more qubits it is not a product state. -/
theorem cat_isGround : IsGround (cat N) ∧ spinFlip (cat N) = cat N ∧
    (1 ≤ N → ∀ v, cat N ≠ product v) := by
  have hc : ‖((√2 : ℝ) : ℂ)⁻¹‖ ^ 2 = 1 / 2 := by
    rw [norm_inv, Complex.norm_real, Real.norm_eq_abs, inv_pow, sq_abs,
      Real.sq_sqrt (by norm_num)]
    norm_num
  have hp : ∀ s, ‖cat N s‖ ^ 2 = 1 / 2 * ‖ferro true s‖ ^ 2 + 1 / 2 * ‖ferro false s‖ ^ 2 := by
    intro s
    have h0 : cat N s = ((√2 : ℝ) : ℂ)⁻¹ * (ferro true s + ferro false s) := rfl
    rw [h0, norm_mul, mul_pow, hc]
    by_cases h : s = fun _ => true
    · have hf : ferro false s = 0 := if_neg fun h2 => by
        have h3 := congrFun (h.symm.trans h2) 0
        simp at h3
      rw [hf]
      simp
    · have ht : ferro true s = 0 := if_neg h
      rw [ht]
      simp
  have hn : Normalized (cat N) := by
    have h1 : ∀ b, ∑ s, ‖(ferro b : State N) s‖ ^ 2 = 1 := fun b => by
      simpa using normSq_smul_ferro (N := N) 1 b
    unfold Normalized
    simp only [hp, Finset.sum_add_distrib]
    rw [← Finset.mul_sum, ← Finset.mul_sum, h1, h1]
    norm_num
  have hs : ∀ s, (¬∃ b, s = fun _ => b) → cat N s = 0 := by
    intro s h
    have h1 : ∀ b, s ≠ fun _ => b := fun b hb => h ⟨b, hb⟩
    simp [cat, ferro, h1]
  refine ⟨(isGround_iff hn).2 hs, ?_, fun hN v hv => ?_⟩
  · have hf : ∀ b, spinFlip (ferro b : State N) = ferro (!b) := by
      intro b
      funext s
      have h : ((fun i => !s i) = fun _ => b) ↔ s = fun _ => !b := by
        simp only [funext_iff]
        exact forall_congr' fun i => by cases s i <;> cases b <;> simp
      simp only [spinFlip, ferro, h]
    funext s
    change ((√2 : ℝ) : ℂ)⁻¹ * (spinFlip (ferro true) s + spinFlip (ferro false) s) =
      ((√2 : ℝ) : ℂ)⁻¹ * (ferro true s + ferro false s)
    rw [hf, hf, add_comm]
    simp only [Bool.not_true, Bool.not_false]
  · -- both aligned amplitudes are nonzero, which no product ground state allows
    obtain ⟨b, hb⟩ := product_vanishes hN v (hv ▸ hs)
    rw [← hv] at hb
    cases b <;> simp [cat, ferro, funext_iff] at hb

/-- A matrix product state of bond dimension one is a product state. -/
theorem mps_one (A : Fin (N + 1) → Bool → Matrix (Fin 1) (Fin 1) ℂ) :
    mps A = product fun i b => A i b 0 0 := by
  funext s
  -- for one-by-one matrices the determinant is the entry, and it is multiplicative
  have h := map_list_prod (Matrix.detMonoidHom (n := Fin 1) (R := ℂ))
    (List.ofFn fun i => A i (s i))
  rw [List.map_ofFn, List.prod_ofFn] at h
  have h' : (List.ofFn fun i => A i (s i)).prod.det = ∏ i, (A i (s i)).det := h
  simp only [Matrix.det_fin_one] at h'
  change Matrix.trace _ = _
  rw [Matrix.trace_fin_one]
  exact h'

/-- On two or more qubits, a ground state of bond dimension one is never an eigenvector of the
global spin flip. -/
theorem bond_one_breaks_symmetry (hN : 1 ≤ N)
    (A : Fin (N + 1) → Bool → Matrix (Fin 1) (Fin 1) ℂ) (hg : IsGround (mps A)) (c : ℂ) :
    spinFlip (mps A) ≠ c • mps A := by
  rw [mps_one] at hg ⊢
  intro h
  obtain ⟨b, a, ha, he⟩ := (product_isGround_iff hN _ hg.1).1 hg
  rw [he] at h
  -- compare amplitudes on the opposite aligned configuration
  have h1 := congrFun h (fun _ => !b)
  cases b <;> simp [spinFlip, ferro, funext_iff] at h1 <;> simp [h1] at ha

end

end IsingSymmetryBreaking
```

```lean
#print axioms IsingSymmetryBreaking.ising_spinFlip
-- 'IsingSymmetryBreaking.ising_spinFlip' depends on axioms: [propext, Classical.choice, Quot.sound]
#print axioms IsingSymmetryBreaking.cat_isGround
-- 'IsingSymmetryBreaking.cat_isGround' depends on axioms: [propext, Classical.choice, Quot.sound]
#print axioms IsingSymmetryBreaking.bond_one_breaks_symmetry
-- 'IsingSymmetryBreaking.bond_one_breaks_symmetry' depends on axioms: [propext, Classical.choice, Quot.sound]
```

## The lemmas behind the three results

`ising_apply` shows that \(H\) is diagonal, and `ising_spinFlip` uses it to prove that the flip commutes with \(H\). `chainEnergy_min` writes \(E(s)+N\) as the sum over bonds. When that sum is zero, each term is zero, and an induction along the chain carries the value of spin 0 to every site.

`isGround_iff` characterises the ground states. Inside it, `excess` is the formula for the energy above \(-N\), `pos` says that its terms are non-negative, and `low` gives energy \(-N\) to normalised states supported on aligned configurations. Comparison with all-up, whose norm comes from `normSq_smul_ferro`, forces every term to vanish.

`product_vanishes` contains the domain-wall argument. Its configuration is `decide (i = 0)`, and comparing the first site with the last shows that it is not aligned; this is where `1 ≤ N` enters. `product_isGround_iff` then checks amplitudes case by case and obtains the phase from the norm. `cat_isGround` applies `isGround_iff` to the superposition and uses `product_vanishes` to exclude a product form.

`mps_one` reduces bond dimension one to a product through the determinant, which is multiplicative and equals the single entry of a one-by-one matrix. Finally, `bond_one_breaks_symmetry` rewrites the state with `mps_one`, applies `product_isGround_iff`, and evaluates the supposed eigenvalue equation on the opposite aligned configuration.
